# Newton–Schulz iteration from the identity converges to $S^{-1/2}$ for positive definite $S$ with all eigenvalues below 3

Atomic orbitals on neighbouring atoms overlap, and symmetric orthogonalisation removes the overlap with the inverse square root of their overlap matrix $S$. The Newton–Schulz iteration builds that matrix from products and sums alone, which raises the question of how strong the overlap may be before a start from the identity fails.

```lean
import Mathlib

open Matrix Filter Topology
open scoped ComplexOrder

namespace NewtonSchulzRegion

noncomputable section

variable {n : Type*} [Fintype n] [DecidableEq n]

/-- The Newton-Schulz iteration for an overlap matrix `S`, started from the identity:
`X ↦ X (3 - X S X) / 2`. -/
def newtonSchulz (S : Matrix n n ℂ) : ℕ → Matrix n n ℂ
  | 0 => 1
  | k + 1 => (1 / 2 : ℂ) • (newtonSchulz S k *
      ((3 : ℂ) • 1 - newtonSchulz S k * S * newtonSchulz S k))

/-- `R` is a positive definite inverse square root of `S`. -/
def IsInvSqrt (S R : Matrix n n ℂ) : Prop := R.PosDef ∧ R * R * S = 1

/-- Every real eigenvalue of `S` is smaller than `c`. -/
def EigenvaluesBelow (S : Matrix n n ℂ) (c : ℝ) : Prop :=
  ∀ (μ : ℝ) (v : n → ℂ), v ≠ 0 → S *ᵥ v = (μ : ℂ) • v → μ < c

/-- The iteration seen by a single overlap eigenvalue `s`. -/
def modeIter (s : ℝ) : ℕ → ℝ
  | 0 => 1
  | k + 1 => modeIter s k * (3 - s * modeIter s k ^ 2) / 2

/-- One step turns the residual `e = 1 - s x²` of a mode into `e² (3 + e) / 4`. -/
theorem residual_step (s : ℝ) (k : ℕ) :
    1 - s * modeIter s (k + 1) ^ 2 =
      (1 - s * modeIter s k ^ 2) ^ 2 * (3 + (1 - s * modeIter s k ^ 2)) / 4 := by
  simp only [modeIter]
  ring

/-- For an eigenvalue between 0 and 3 the residual is nonnegative after the first step and
is bounded by its value after that step raised to the power `2 ^ k`. -/
theorem residual_bound {s : ℝ} (h0 : 0 < s) (h3 : s < 3) (k : ℕ) :
    0 ≤ 1 - s * modeIter s (k + 1) ^ 2 ∧
      1 - s * modeIter s (k + 1) ^ 2 ≤ ((1 - s) ^ 2 * (4 - s) / 4) ^ (2 ^ k) := by
  induction k with
  | zero =>
    have h := residual_step s 0
    have e : modeIter s 0 = 1 := rfl
    rw [e] at h
    rw [h]
    constructor
    · have : 0 ≤ (1 - s) ^ 2 * (4 - s) := mul_nonneg (sq_nonneg _) (by linarith)
      linarith
    · apply le_of_eq
      ring
  | succ k ih =>
    obtain ⟨hl, hu⟩ := ih
    have h1 : 1 - s * modeIter s (k + 1) ^ 2 ≤ 1 := by
      have : 0 ≤ s * modeIter s (k + 1) ^ 2 := by positivity
      linarith
    rw [residual_step s (k + 1)]
    generalize 1 - s * modeIter s (k + 1) ^ 2 = e at hl hu h1 ⊢
    refine ⟨by positivity, ?_⟩
    calc e ^ 2 * (3 + e) / 4 ≤ e ^ 2 := by
          nlinarith [mul_nonneg (sq_nonneg e) (sub_nonneg.2 h1)]
      _ ≤ (((1 - s) ^ 2 * (4 - s) / 4) ^ (2 ^ k)) ^ 2 := pow_le_pow_left₀ hl hu 2
      _ = _ := by rw [← pow_mul, pow_succ 2 k]

/-- For an eigenvalue between 0 and 3 the iterates of the mode stay positive. -/
theorem modeIter_pos {s : ℝ} (h0 : 0 < s) (h3 : s < 3) (k : ℕ) : 0 < modeIter s k := by
  induction k with
  | zero => exact one_pos
  | succ k ih =>
    have h : s * modeIter s k ^ 2 < 3 := by
      cases k with
      | zero => simpa [modeIter] using h3
      | succ k => linarith [(residual_bound h0 h3 k).1]
    exact div_pos (mul_pos ih (by linarith)) two_pos

/-- A mode with eigenvalue `s` between 0 and 3 converges to the positive `r` with `r² s = 1`. -/
theorem modeIter_tendsto {s r : ℝ} (h0 : 0 < s) (h3 : s < 3) (hr : 0 < r)
    (hrs : r ^ 2 * s = 1) : Tendsto (modeIter s) atTop (𝓝 r) := by
  have q0 : 0 ≤ (1 - s) ^ 2 * (4 - s) / 4 :=
    div_nonneg (mul_nonneg (sq_nonneg _) (by linarith)) (by norm_num)
  have q1 : (1 - s) ^ 2 * (4 - s) / 4 < 1 := by
    have : 0 < s * (3 - s) ^ 2 := mul_pos h0 (pow_pos (by linarith) 2)
    nlinarith
  have hq := (tendsto_pow_atTop_nhds_zero_of_lt_one q0 q1).comp
    (tendsto_pow_atTop_atTop_of_one_lt (one_lt_two : (1 : ℕ) < 2))
  have he : Tendsto (fun k => 1 - s * modeIter s (k + 1) ^ 2) atTop (𝓝 0) :=
    squeeze_zero (fun k => (residual_bound h0 h3 k).1)
      (fun k => (residual_bound h0 h3 k).2) hq
  -- recover x from its residual: x = sqrt (r² (1 - e))
  have hx : Tendsto (fun k => √(r ^ 2 * (1 - (1 - s * modeIter s (k + 1) ^ 2))))
      atTop (𝓝 (√(r ^ 2 * (1 - 0)))) :=
    ((he.const_sub 1).const_mul (r ^ 2)).sqrt
  rw [sub_zero, mul_one, Real.sqrt_sq hr.le] at hx
  refine (tendsto_add_atTop_iff_nat 1).mp (hx.congr fun k => ?_)
  rw [show r ^ 2 * (1 - (1 - s * modeIter s (k + 1) ^ 2)) = modeIter s (k + 1) ^ 2 by
    linear_combination modeIter s (k + 1) ^ 2 * hrs]
  exact Real.sqrt_sq (modeIter_pos h0 h3 _).le

private lemma conj_mul {U V : Matrix n n ℂ} (h : V * U = 1) (A B : Matrix n n ℂ) :
    U * A * V * (U * B * V) = U * (A * B) * V := by
  calc _ = U * A * (V * U) * B * V := by noncomm_ring
    _ = _ := by rw [h]; noncomm_ring

private lemma posDef_conj {U : Matrix n n ℂ} (h : U * Uᴴ = 1) {d : n → ℝ}
    (hd : ∀ i, 0 < d i) : (U * diagonal (fun i => (d i : ℂ)) * Uᴴ).PosDef := by
  refine (Matrix.PosDef.diagonal fun i => Complex.zero_lt_real.mpr (hd i)).mul_mul_conjTranspose_same
    ?_
  intro a b hab
  have := congrArg (fun w => w ᵥ* Uᴴ) hab
  simpa [Matrix.vecMul_vecMul, h] using this

private lemma exists_diag {A : Matrix n n ℂ} (hA : A.PosDef) :
    ∃ (U : Matrix n n ℂ) (d : n → ℝ), Uᴴ * U = 1 ∧ U * Uᴴ = 1 ∧ (∀ i, 0 < d i) ∧
      A = U * diagonal (fun i => (d i : ℂ)) * Uᴴ :=
  ⟨hA.1.eigenvectorUnitary, hA.1.eigenvalues,
    Matrix.mem_unitaryGroup_iff'.mp hA.1.eigenvectorUnitary.2,
    Matrix.mem_unitaryGroup_iff.mp hA.1.eigenvectorUnitary.2,
    fun i => hA.eigenvalues_pos i, hA.1.spectral_theorem⟩

private lemma diag_lt {U V : Matrix n n ℂ} (h : V * U = 1) {d : n → ℝ} {c : ℝ}
    (hb : EigenvaluesBelow (U * diagonal (fun i => (d i : ℂ)) * V) c) (i : n) : d i < c := by
  refine hb (d i) (U *ᵥ Pi.single i 1) (fun h0 => ?_) ?_
  · have := congrFun (congrArg (fun w => V *ᵥ w) h0) i
    simp only [Matrix.mulVec_mulVec, h, Matrix.one_mulVec, Matrix.mulVec_zero] at this
    simp at this
  · rw [Matrix.mulVec_mulVec, mul_assoc, h, mul_one, ← Matrix.mulVec_mulVec,
      ← Matrix.mulVec_smul]
    congr 1
    ext j
    by_cases hj : j = i
    · subst hj; simp [Matrix.mulVec_diagonal]
    · simp [Matrix.mulVec_diagonal, hj]

/-- A basis that diagonalises the overlap matrix diagonalises every iterate, and each
eigenvalue follows its own scalar iteration. -/
theorem newtonSchulz_diag {U V : Matrix n n ℂ} (h : V * U = 1) (s : n → ℝ) (k : ℕ) :
    newtonSchulz (U * diagonal (fun i => (s i : ℂ)) * V) k =
      U * diagonal (fun i => (modeIter (s i) k : ℂ)) * V := by
  induction k with
  | zero => simp [newtonSchulz, modeIter, mul_eq_one_comm.mp h]
  | succ k ih =>
    have hd : diagonal (fun i => (modeIter (s i) (k + 1) : ℂ)) =
        (1 / 2 : ℂ) • ((3 : ℂ) • diagonal (fun i => (modeIter (s i) k : ℂ)) -
          diagonal (fun i => (modeIter (s i) k : ℂ)) *
          (diagonal (fun i => (modeIter (s i) k : ℂ)) * diagonal (fun i => (s i : ℂ)) *
            diagonal (fun i => (modeIter (s i) k : ℂ)))) := by
      ext i j
      by_cases hij : i = j
      · subst hij
        simp only [diagonal_mul_diagonal, Matrix.smul_apply, Matrix.sub_apply,
          diagonal_apply_eq, smul_eq_mul, modeIter]
        push_cast
        ring
      · simp [diagonal_mul_diagonal, hij]
    rw [hd, newtonSchulz, ih, conj_mul h, conj_mul h, mul_sub, Matrix.mul_smul, mul_one,
      conj_mul h]
    simp only [Matrix.mul_smul, Matrix.smul_mul, Matrix.mul_sub, Matrix.sub_mul]

/-- If all eigenvalues of `S` lie below 3, the iteration converges to any given positive
definite inverse square root of `S`. -/
theorem tendsto_of_isInvSqrt {S R : Matrix n n ℂ} (hR : IsInvSqrt S R)
    (hb : EigenvaluesBelow S 3) : Tendsto (newtonSchulz S) atTop (𝓝 R) := by
  obtain ⟨hpos, hRS⟩ := hR
  obtain ⟨U, r, hVU, hUV, hr, rfl⟩ := exists_diag hpos
  -- the eigenvectors of R also diagonalise S, with eigenvalues 1 / r²
  have hS : S = U * diagonal (fun i => (((r i ^ 2)⁻¹ : ℝ) : ℂ)) * Uᴴ := by
    rw [conj_mul hVU] at hRS
    refine (left_inv_eq_right_inv ?_ hRS).symm
    rw [conj_mul hVU, diagonal_mul_diagonal, diagonal_mul_diagonal]
    have : (fun i => (((r i ^ 2)⁻¹ : ℝ) : ℂ) * ((r i : ℂ) * (r i : ℂ))) = fun _ => 1 := by
      funext i
      have := (hr i).ne'
      norm_cast
      field_simp
    rw [this, diagonal_one, mul_one, hUV]
  subst hS
  have hlim : Tendsto (fun k => diagonal (fun i => (modeIter (r i ^ 2)⁻¹ k : ℂ))) atTop
      (𝓝 (diagonal (fun i => (r i : ℂ)))) := by
    refine ((continuous_id.matrix_diagonal).tendsto (fun i => (r i : ℂ))).comp
      (tendsto_pi_nhds.mpr fun i => ?_)
    exact (Complex.continuous_ofReal.tendsto _).comp
      (modeIter_tendsto (inv_pos.mpr (pow_pos (hr i) 2)) (diag_lt hVU hb i) (hr i)
        (mul_inv_cancel₀ (pow_pos (hr i) 2).ne'))
  exact ((tendsto_const_nhds.mul hlim).mul tendsto_const_nhds).congr
    fun k => (newtonSchulz_diag hVU _ k).symm

/-- For positive definite `S` with all eigenvalues below 3, every iterate is positive definite
and the iteration converges to the unique positive definite inverse square root of `S`. -/
theorem newtonSchulz_converges {S : Matrix n n ℂ} (hS : S.PosDef)
    (hb : EigenvaluesBelow S 3) :
    (∀ k, (newtonSchulz S k).PosDef) ∧
      ∃ R, IsInvSqrt S R ∧ (∀ R', IsInvSqrt S R' → R' = R) ∧
        Tendsto (newtonSchulz S) atTop (𝓝 R) := by
  obtain ⟨U, s, hVU, hUV, hs, rfl⟩ := exists_diag hS
  refine ⟨fun k => ?_, ?_⟩
  · rw [newtonSchulz_diag hVU]
    exact posDef_conj hUV fun i => modeIter_pos (hs i) (diag_lt hVU hb i) k
  -- the inverse square root is built from 1 / sqrt s in the eigenbasis
  have hR : IsInvSqrt (U * diagonal (fun i => (s i : ℂ)) * Uᴴ)
      (U * diagonal (fun i => (((√(s i))⁻¹ : ℝ) : ℂ)) * Uᴴ) := by
    refine ⟨posDef_conj hUV fun i => inv_pos.mpr (Real.sqrt_pos.mpr (hs i)), ?_⟩
    rw [conj_mul hVU, conj_mul hVU, diagonal_mul_diagonal, diagonal_mul_diagonal]
    have : (fun i => (((√(s i))⁻¹ : ℝ) : ℂ) * (((√(s i))⁻¹ : ℝ) : ℂ) * (s i : ℂ)) =
        fun _ => 1 := by
      funext i
      have h : (√(s i))⁻¹ * (√(s i))⁻¹ * s i = 1 := by
        rw [← mul_inv, Real.mul_self_sqrt (hs i).le, inv_mul_cancel₀ (hs i).ne']
      exact_mod_cast h
    rw [this, diagonal_one, mul_one, hUV]
  exact ⟨_, hR, fun R' h' => tendsto_nhds_unique (tendsto_of_isInvSqrt h' hb)
    (tendsto_of_isInvSqrt hR hb), tendsto_of_isInvSqrt hR hb⟩

/-- The overlap matrix of three normalised orbitals with mutual overlap 3/4. -/
def overlap3 : Matrix (Fin 3) (Fin 3) ℂ := Matrix.of fun i j => if i = j then 1 else 3 / 4

/-- The three-orbital overlap matrix is positive definite with all eigenvalues below 3, while
`1 - S` stretches the vector `(1, 1, 1)` by the factor `-3/2`. -/
theorem newtonSchulz_converges_witness :
    overlap3.PosDef ∧ EigenvaluesBelow overlap3 3 ∧
      (1 - overlap3) *ᵥ (fun _ => 1) = (-3 / 2 : ℂ) • (fun _ => 1) := by
  refine ⟨?_, ?_, ?_⟩
  · -- S is a quarter of the identity plus a positive semidefinite rank-one part
    let B : Matrix (Fin 3) (Fin 3) ℂ := Matrix.of fun _ _ => 1 / 2
    have h : overlap3 = diagonal (fun _ => ((1 / 4 : ℝ) : ℂ)) + Bᴴ * B := by
      ext i j
      fin_cases i <;> fin_cases j <;>
        simp [overlap3, B, Matrix.mul_apply] <;> norm_num
    rw [h]
    exact (Matrix.PosDef.diagonal fun _ => Complex.zero_lt_real.mpr (by norm_num)).add_posSemidef
      (posSemidef_conjTranspose_mul_self B)
  · intro μ v hv h
    by_contra hμ
    have h0 : v 0 + 3 / 4 * v 1 + 3 / 4 * v 2 = μ * v 0 := by
      simpa [overlap3, Matrix.mulVec, dotProduct, Fin.sum_univ_three] using congrFun h 0
    have h1 : 3 / 4 * v 0 + v 1 + 3 / 4 * v 2 = μ * v 1 := by
      simpa [overlap3, Matrix.mulVec, dotProduct, Fin.sum_univ_three] using congrFun h 1
    have h2 : 3 / 4 * v 0 + 3 / 4 * v 1 + v 2 = μ * v 2 := by
      simpa [overlap3, Matrix.mulVec, dotProduct, Fin.sum_univ_three] using congrFun h 2
    have hne : ∀ c : ℝ, c < 3 → (μ : ℂ) - (c : ℂ) ≠ 0 := fun c hc h => by
      have := Complex.ofReal_injective (sub_eq_zero.mp h)
      linarith
    have a := hne (5 / 2) (by norm_num)
    have b := hne (1 / 4) (by norm_num)
    push_cast at a b
    have hT : v 0 + v 1 + v 2 = 0 := (mul_eq_zero.mp (show
      ((μ : ℂ) - 5 / 2) * (v 0 + v 1 + v 2) = 0 by
        linear_combination -h0 - h1 - h2)).resolve_left a
    apply hv
    ext i
    refine (mul_eq_zero.mp (show ((μ : ℂ) - 1 / 4) * v i = 0 from ?_)).resolve_left b
    fin_cases i
    · show ((μ : ℂ) - 1 / 4) * v 0 = 0
      linear_combination -h0 + 3 / 4 * hT
    · show ((μ : ℂ) - 1 / 4) * v 1 = 0
      linear_combination -h1 + 3 / 4 * hT
    · show ((μ : ℂ) - 1 / 4) * v 2 = 0
      linear_combination -h2 + 3 / 4 * hT
  · ext i
    fin_cases i <;>
      simp [overlap3, Matrix.mulVec, dotProduct, Fin.sum_univ_three, Matrix.one_apply] <;>
      norm_num

end

end NewtonSchulzRegion
```

```lean
#print axioms NewtonSchulzRegion.newtonSchulz_converges
```

```
'NewtonSchulzRegion.newtonSchulz_converges' depends on axioms: [propext, Classical.choice, Quot.sound]
```

## Convergence for eigenvalues between 0 and 3

The iteration is

$$X_0 = 1,\qquad X_{k+1} = \tfrac12 X_k\,(3 - X_k S X_k).$$

The theorem `newtonSchulz_converges` takes a positive definite complex matrix $S$ whose eigenvalues are all below 3. It concludes that every $X_k$ is positive definite, that $S$ has exactly one positive definite inverse square root $R$, and that $X_k \to R$.

A familiar sufficient condition is $\|1-S\|<1$ in the spectral norm, which for Hermitian $S$ confines the eigenvalues to the interval $(0,2)$. The theorem also admits eigenvalues from 2 up to 3. The value 3 itself must be excluded: a mode with that eigenvalue is sent to zero by the first step and stays there.

`newtonSchulz_converges_witness` gives an example with three normalised orbitals whose mutual overlaps are all $3/4$, such as identical s functions at the corners of an equilateral triangle of suitable size. Their overlap matrix meets both hypotheses, yet $1-S$ multiplies the vector $(1,1,1)$ by $-3/2$, so $\|1-S\|$ exceeds 1.

## Overlap matrices as Lean objects

The type `n` labels the orbitals, and any finite number of them is allowed. `S.PosDef` says that $S$ is Hermitian with $v^\dagger S v>0$ for every nonzero $v$; for an overlap matrix this expresses the linear independence of the orbitals. The diagonal of $S$ need not be 1, so normalised orbitals are not required.

`EigenvaluesBelow S 3` says that whenever $Sv=\mu v$ with $v\neq0$ and $\mu$ real, then $\mu<3$. Restricting $\mu$ to real numbers loses nothing here, since a Hermitian matrix has only real eigenvalues. `IsInvSqrt S R` means that $R$ is positive definite and $RRS=1$, which describes $S^{-1/2}$ without using a matrix inverse. `Tendsto` states convergence of the matrix entries.

The arithmetic is exact, so rounding errors are not covered. The theorem also gives no error bound for the matrix iteration as a whole; the explicit bound in `residual_bound` concerns a single eigenvalue.

## One eigenvalue at a time

Let $s$ be an eigenvalue of $S$. In an eigenbasis of $S$ the iteration splits into scalar sequences, called `modeIter s` in the code:

$$x_0=1,\qquad x_{k+1}=\tfrac12 x_k(3-s x_k^2).$$

Measure the error by the residual $e_k = 1-s x_k^2$. Since $3-sx_k^2 = 2+e_k$ and $s x_k^2 = 1-e_k$,

$$e_{k+1} = 1-\tfrac14(1-e_k)(2+e_k)^2 = \tfrac14 e_k^2(3+e_k).$$

This is `residual_step`, which `ring` checks after the definition is unfolded.

The start gives $e_0=1-s$, which lies between $-2$ and $1$ and may therefore exceed 1 in size. The first step repairs this:

$$e_1 = q := \tfrac14(1-s)^2(4-s),\qquad 1-q=\tfrac14 s(3-s)^2.$$

For $0<s<3$ the first formula gives $q\ge0$ and the second gives $q<1$. From then on $0\le e_{k+1}\le1$, so the factor $(3+e_{k+1})/4$ is at most 1 and $e_{k+2}\le e_{k+1}^2$. Induction yields

$$0\le e_{k+1}\le q^{2^k},$$

which is `residual_bound`. The right-hand side tends to zero.

A vanishing residual fixes only $x_k^2$, so the sign has to be settled separately. The factor $3-s x_k^2$ is positive at the start because $s<3$, and later because $s x_k^2\le1$. Every $x_k$ is therefore positive, as `modeIter_pos` states. If $r>0$ satisfies $r^2s=1$, then

$$x_{k+1}=\sqrt{r^2(1-e_{k+1})}\;\to\; r.$$

`modeIter_tendsto` follows this argument, squeezing the residual to zero and using the continuity of the square root.

## From scalars back to matrices

Write $S=U\,\mathrm{diag}(s_i)\,U^\dagger$ with $U$ unitary. In each product the inner factors $U^\dagger U$ cancel (`conj_mul`), so induction on $k$ gives

$$X_k=U\,\mathrm{diag}\big(x_k(s_i)\big)\,U^\dagger,$$

where $x_k(s_i)$ is the scalar iterate for the eigenvalue $s_i$. This is `newtonSchulz_diag`. The lemma `diag_lt` applies the spectral hypothesis to the columns of $U$ to obtain $s_i<3$, and `posDef_conj` turns positive scalar iterates into positive definite matrices.

For the limit, `tendsto_of_isInvSqrt` starts from an arbitrary positive definite inverse square root $R=U\,\mathrm{diag}(r_i)\,U^\dagger$. The equation $RRS=1$ forces $S=U\,\mathrm{diag}(r_i^{-2})\,U^\dagger$, so the same $U$ diagonalises both matrices. Each scalar sequence tends to $r_i$, and hence $X_k\to R$.

Uniqueness follows at once, because a sequence has only one limit and every positive definite inverse square root is a limit of this one. Existence comes from the explicit matrix $U\,\mathrm{diag}(s_i^{-1/2})\,U^\dagger$.

For the three orbitals, positive definiteness follows by writing $S$ as $\tfrac14$ of the identity plus a positive semidefinite matrix. The eigenvalue bound follows by adding the three eigenvector equations: an eigenvalue of 3 or more would force the components to sum to zero, and then to vanish one by one.

## The step in a calculation

In an electronic-structure calculation with a finite basis, the limit $R$ turns the generalised eigenvalue problem $HC=SCE$ into the ordinary one for $RHR$. Here $H$ is the Hamiltonian matrix, the columns of $C$ hold the orbital coefficients, and the diagonal matrix $E$ holds the orbital energies. A program can form $Y=XSX$, stop when $\|1-Y\|$ is small enough, and otherwise replace $X$ by $X(3-Y)/2$. In floating-point arithmetic this simple loop suits only well-conditioned $S$: once the largest eigenvalue of $S$ is more than 9 times the smallest, rounding errors that do not commute with $S$ can grow from step to step near the limit. The three-orbital example, with eigenvalues $\tfrac52$ and $\tfrac14$, already lies just beyond this ratio.

If $S$ may have eigenvalues of 3 or more, it can be rescaled first. The largest absolute row sum $b$ bounds every eigenvalue, so $T=cS$ with $0<c<3/b$ satisfies the hypothesis, and $S^{-1/2}=\sqrt{c}\,T^{-1/2}$. Nearly dependent orbitals make the iteration slow at first: a mode with very small $s$ has to grow from 1 to $s^{-1/2}$, and each step enlarges it by a factor of at most $3/2$.
